# Rayleigh-shifted QR iteration stalls on a real orthogonal matrix whose shift entry is zero

An eigenvalue routine that shifts by the last diagonal entry, and repeats until the coupling below the diagonal is negligible, can run forever on a problem with two levels. Take two degenerate levels coupled to each other. With energies measured from the common level and in units of the coupling, the Hamiltonian is

$$E=\begin{pmatrix}0&1\\1&0\end{pmatrix}.$$

Its eigenvalues are $\pm1$, but the routine never finds them: each pass returns $E$ itself, if the QR factors follow the sign convention used below. With other signs, at most the sign of the coupling changes. The cause is that $E$ is orthogonal and the diagonal entry used as the shift is zero. The same happens for every real orthogonal matrix with a zero in that position.

The matrix $E$ is also the Hückel matrix of ethylene, a non-interacting one-electron model with two orbitals, if energies are measured from the Coulomb integral $\alpha$ (the energy of one orbital) in units of the resonance integral $\beta$ (the coupling between the two). A Lanczos run started on one of the two atoms produces it as its tridiagonal matrix, with diagonal entries $0,0$ and off-diagonal entry $1$. The program must then diagonalise $E$, and QR iteration is one of the methods available for this.

Indices start at 0 here, as in the code, so the textbook entry $a_{22}$ is $A_{11}$.

In Lean 4 with Mathlib:

```lean
import Mathlib

open Matrix

namespace QRStalling

noncomputable section

variable {n : ℕ}
```

## Factorization and shifted step

A QR factorization writes a real square matrix as $M=QR$, with $Q^{\mathsf T}Q=I$ and $R$ upper triangular. The signs are fixed by requiring $R_{ii}\ge 0$. Many texts ask for $R_{ii}>0$, which is possible only for invertible $M$. The weaker condition also admits the singular matrices that arise when the shift is an eigenvalue.

In `IsQR M Q R` these requirements are the four fields, and `Fin n` is the set of indices $0,\dots,n-1$.

```lean
/-- A QR factorization `M = Q R` of a real square matrix: `Q` is orthogonal and `R` is upper
triangular with nonnegative diagonal. -/
structure IsQR (M Q R : Matrix (Fin n) (Fin n) ℝ) : Prop where
  orth : Qᵀ * Q = 1
  upper : ∀ i j, j < i → R i j = 0
  diag_nonneg : ∀ i, 0 ≤ R i i
  eq_mul : M = Q * R
```

One step with shift $\mu$ factors $A-\mu I=QR$ and forms $B=RQ+\mu I$. Since $RQ=Q^{\mathsf T}(A-\mu I)Q$, we have $B=Q^{\mathsf T}AQ$, and the eigenvalues are preserved.

`QRStep μ A B` is a relation: it says that some admissible factors lead from $A$ to $B$. A statement about all such $B$ therefore holds whichever factors a program computes, provided they obey the sign convention.

```lean
/-- One step of QR iteration with shift `μ` leads from `A` to `B`: factor `A - μ I = Q R` in the
sense of `IsQR` (so `R` has nonnegative diagonal) and set `B = R Q + μ I`. -/
def QRStep (μ : ℝ) (A B : Matrix (Fin n) (Fin n) ℝ) : Prop :=
  ∃ Q R, IsQR (A - μ • (1 : Matrix (Fin n) (Fin n) ℝ)) Q R ∧
    B = R * Q + μ • (1 : Matrix (Fin n) (Fin n) ℝ)
```

The two-level Hamiltonian $E$ is called `exchange`.

```lean
/-- The two-level exchange matrix, with zero diagonal and unit coupling. -/
def exchange : Matrix (Fin 2) (Fin 2) ℝ := !![0, 1; 1, 0]
```

## A triangular orthogonal matrix has no freedom left

Let $R$ be orthogonal and upper triangular with $R_{ii}\ge0$. Then $R=I$, and the rows can be found from the top down. Suppose that all rows above row $i$ are already those of the identity. In column $i$, the entries $R_{ki}$ with $k<i$ vanish by this assumption, and those with $k>i$ vanish because $R$ is triangular. The overlap of columns $i$ and $j$ keeps a single term:

$$\delta_{ij}=\sum_k R_{ki}R_{kj}=R_{ii}R_{ij}.$$

For $j=i$ this gives $R_{ii}^2=1$, hence $R_{ii}=1$ by the sign condition. Then $R_{ij}=\delta_{ij}$ for every $j$.

The code uses strong induction on the row number. `Finset.sum_eq_single` reduces the sum to its one term, which is recorded as `hrow`, and `nlinarith` selects the root $+1$.

```lean
/-- An orthogonal upper triangular matrix with nonnegative diagonal is the identity. -/
theorem triangular_orthogonal_eq_one {R : Matrix (Fin n) (Fin n) ℝ} (hR : Rᵀ * R = 1)
    (hup : ∀ i j, j < i → R i j = 0) (hd : ∀ i, 0 ≤ R i i) : R = 1 := by
  -- the rows are determined one after the other, from the top
  have key : ∀ m : ℕ, ∀ i : Fin n, i.val = m →
      ∀ j, R i j = (1 : Matrix (Fin n) (Fin n) ℝ) i j := by
    intro m
    induction m using Nat.strong_induction_on with
    | _ m ih =>
      intro i hi j
      -- only row `i` contributes to the overlap of columns `i` and `j`
      have hrow : ∀ j, R i i * R i j = (1 : Matrix (Fin n) (Fin n) ℝ) i j := by
        intro j
        have h := congrFun (congrFun hR i) j
        rw [Matrix.mul_apply, Finset.sum_eq_single i] at h
        · exact h
        · intro k _ hk
          have hz : R k i = 0 := by
            rcases lt_or_gt_of_ne hk with hlt | hgt
            · have hv : k.val < i.val := hlt
              rw [ih k.val (by omega) k rfl i]
              exact Matrix.one_apply_ne hk
            · exact hup k i hgt
          rw [Matrix.transpose_apply, hz, zero_mul]
        · intro hi'
          exact absurd (Finset.mem_univ i) hi'
      have hii : R i i = 1 := by
        have h := hrow i
        rw [Matrix.one_apply_eq] at h
        nlinarith [hd i]
      have h := hrow j
      rwa [hii, one_mul] at h
  ext i j
  exact key i.val i rfl j
```

## The factors of an orthogonal matrix

Let $A$ be orthogonal with $A=QR$. Inserting $Q^{\mathsf T}Q=I$ gives

$$R^{\mathsf T}R=R^{\mathsf T}Q^{\mathsf T}QR=A^{\mathsf T}A=I.$$

So $R$ is orthogonal as well as triangular, and the previous result gives $R=I$. It follows that $Q=A$ and $RQ=A$. The `calc` block is the displayed line.

```lean
/-- If an orthogonal matrix `A` is factored as `Q R` with `Q` orthogonal and `R` upper triangular
with nonnegative diagonal, then `R = I`, `Q = A`, and the reversed product `R Q` is `A` again. -/
theorem orthogonal_qr {A Q R : Matrix (Fin n) (Fin n) ℝ} (hA : Aᵀ * A = 1)
    (h : IsQR A Q R) : R = 1 ∧ Q = A ∧ R * Q = A := by
  have hRR : Rᵀ * R = 1 := by
    calc Rᵀ * R = Rᵀ * (Qᵀ * Q) * R := by rw [h.orth, Matrix.mul_one]
      _ = (Q * R)ᵀ * (Q * R) := by
        rw [Matrix.transpose_mul]
        simp only [Matrix.mul_assoc]
      _ = 1 := by rw [← h.eq_mul, hA]
  have hR : R = 1 := triangular_orthogonal_eq_one hRR h.upper h.diag_nonneg
  have hQ : Q = A := by
    have h' := h.eq_mul
    rw [hR, Matrix.mul_one] at h'
    exact h'.symm
  exact ⟨hR, hQ, by rw [hR, Matrix.one_mul, hQ]⟩
```

An unshifted step therefore returns $A$. Conversely, the factors $Q=A$ and $R=I$ satisfy all the requirements, so a step from $A$ to $A$ does exist. The theorem joins the two directions in an equivalence.

```lean
/-- From an orthogonal matrix `A`, an unshifted QR step leads to `A` and to no other matrix. -/
theorem unshifted_step_iff {A B : Matrix (Fin n) (Fin n) ℝ} (hA : Aᵀ * A = 1) :
    QRStep 0 A B ↔ B = A := by
  constructor
  · rintro ⟨Q, R, h, hB⟩
    rw [zero_smul, sub_zero] at h
    rw [hB, zero_smul, add_zero]
    exact (orthogonal_qr hA h).2.2
  · intro h
    refine ⟨A, 1, ⟨hA, ?_, ?_, ?_⟩, ?_⟩
    · intro i j hij
      exact Matrix.one_apply_ne hij.ne'
    · intro i
      rw [Matrix.one_apply_eq]
      exact zero_le_one
    · rw [zero_smul, sub_zero, Matrix.mul_one]
    · rw [zero_smul, add_zero, Matrix.one_mul, h]
```

## The Rayleigh shift reads off zero

The Rayleigh shift is the current diagonal entry at a chosen position $p$, usually the last. It is the Rayleigh quotient of the unit vector $e_p$. Suppose that $A$ is orthogonal and $A_{pp}=0$, and let $X_0=A,X_1,X_2,\dots$ be the iterates. If $X_k=A$, the next shift is $A_{pp}=0$, the step is unshifted, and $X_{k+1}=A$. By induction nothing ever changes.

The theorem states this as an equivalence: a sequence `X` is a run of the algorithm started at $A$ exactly when all its members equal $A$. The hypotheses require $n\ge2$, because a $1\times1$ orthogonal matrix is $\pm1$ and has no zero entry. Symmetry of $A$ is not assumed.

```lean
/-- Let `A` be orthogonal with vanishing diagonal entry `p`. A sequence is a QR iteration started
at `A`, with the current diagonal entry `p` as shift, exactly when it is constantly `A`. -/
theorem rayleigh_shift_stalls {A : Matrix (Fin n) (Fin n) ℝ} (hA : Aᵀ * A = 1)
    (p : Fin n) (hp : A p p = 0) (X : ℕ → Matrix (Fin n) (Fin n) ℝ) :
    (X 0 = A ∧ ∀ k, QRStep (X k p p) (X k) (X (k + 1))) ↔ ∀ k, X k = A := by
  constructor
  · rintro ⟨h0, h⟩ k
    induction k with
    | zero => exact h0
    | succ k ih =>
      -- the shift read off from `A` is zero, so the step changes nothing
      have hk := h k
      rw [ih, hp] at hk
      exact (unshifted_step_iff hA).1 hk
  · intro h
    refine ⟨h 0, fun k => ?_⟩
    rw [h k, h (k + 1), hp]
    exact (unshifted_step_iff hA).2 rfl
```

Orthogonality cannot be weakened to symmetry with determinant $\pm1$. For a symmetric matrix of determinant $-1$ with a zero in the shift position, one step gives

$$\begin{pmatrix}1&1\\1&0\end{pmatrix}\;\longrightarrow\;\begin{pmatrix}3/2&1/2\\1/2&-1/2\end{pmatrix},$$

and the coupling has halved.

The sign convention matters less. Without it, $R$ could be any diagonal matrix $D$ of signs, and the step would give $DAD$. Entries may then change sign, but their moduli and the zero shift remain, so the stall persists. Both of these observations are plain matrix arithmetic added to the checked theorems.

## With the Rayleigh shift the matrix $E$ never deflates

For a tridiagonal or Hessenberg matrix, deflation means that a subdiagonal entry vanishes, so that the eigenvalue problem splits into smaller ones. A program accepts an entry below a tolerance; the theorems here speak of exact zero.

For $E$ we have $E^{\mathsf T}E=I$ and $E_{11}=0$, so the general result applies with $p=1$. Every iterate is $E$, and its subdiagonal entry stays at $1$, far above any sensible tolerance. The entries are real numbers throughout; the passage to floating-point arithmetic, where rounding may disturb an iterate, is the step to a running program that the hypotheses leave open.

```lean
/-- QR iteration on the exchange matrix with the lower diagonal entry as shift never deflates:
every iterate is the exchange matrix, with subdiagonal entry 1. -/
theorem exchange_never_deflates (X : ℕ → Matrix (Fin 2) (Fin 2) ℝ) (h0 : X 0 = exchange)
    (h : ∀ k, QRStep (X k 1 1) (X k) (X (k + 1))) (k : ℕ) :
    X k = exchange ∧ X k 1 0 = 1 := by
  have hE : exchangeᵀ * exchange = 1 := by
    ext i j
    fin_cases i <;> fin_cases j <;> simp [exchange, Matrix.mul_apply, Fin.sum_univ_two]
  have hk := (rayleigh_shift_stalls hE 1 (by simp [exchange]) X).1 ⟨h0, h⟩ k
  exact ⟨hk, by rw [hk]; simp [exchange]⟩
```

## What another shift does

Now let the shift $\mu$ be any real number. The matrix to be factored is

$$E-\mu I=\begin{pmatrix}-\mu&1\\1&-\mu\end{pmatrix}=QR.$$

Its first column gives $Q_{00}R_{00}=-\mu$ and $Q_{10}R_{00}=1$. Since the first column of $Q$ has norm one,

$$R_{00}^2=1+\mu^2.$$

The determinant of $Q$ is $\pm1$, so comparing determinants gives

$$|R_{00}R_{11}|=|\mu^2-1|.$$

Adding $\mu I$ does not affect off-diagonal entries, and $R_{10}=0$, so $B_{10}=R_{11}Q_{10}$. Multiplying by $R_{00}^2$ and using $Q_{10}R_{00}=1$,

$$B_{10}(1+\mu^2)=R_{00}R_{11},\qquad |B_{10}|=\frac{|1-\mu^2|}{1+\mu^2}.$$

At $\mu=0$ the value is $1$, in agreement with the stall.

In the code, `e1` to `e4` are the four entries of the factorization and `o1` to `o3` the orthonormality relations. The facts `hr`, `hdet` and `hc` are the column norm, the determinant identity and the formula for $B_{10}$. Each is a polynomial identity verified by `linear_combination`. The moduli are compared through their squares, since the sign of $\det Q$ is unknown.

```lean
/-- One QR step with shift `μ` on the exchange matrix leaves a subdiagonal entry of modulus
`|1 - μ²| / (1 + μ²)`. -/
theorem exchange_shifted_coupling {μ : ℝ} {B : Matrix (Fin 2) (Fin 2) ℝ}
    (h : QRStep μ exchange B) : |B 1 0| = |1 - μ ^ 2| / (1 + μ ^ 2) := by
  obtain ⟨Q, R, ⟨hQ, hup, _, hM⟩, hB⟩ := h
  have h10 : R 1 0 = 0 := hup 1 0 (by decide)
  -- the factorization, entry by entry
  have e1 : Q 0 0 * R 0 0 = -μ := by
    have e := congrFun (congrFun hM 0) 0
    simp [exchange, Matrix.mul_apply, Fin.sum_univ_two, h10] at e
    linarith
  have e2 : Q 1 0 * R 0 0 = 1 := by
    have e := congrFun (congrFun hM 1) 0
    simp [exchange, Matrix.mul_apply, Fin.sum_univ_two, h10] at e
    linarith
  have e3 : Q 0 0 * R 0 1 + Q 0 1 * R 1 1 = 1 := by
    have e := congrFun (congrFun hM 0) 1
    simp [exchange, Matrix.mul_apply, Fin.sum_univ_two] at e
    linarith
  have e4 : Q 1 0 * R 0 1 + Q 1 1 * R 1 1 = -μ := by
    have e := congrFun (congrFun hM 1) 1
    simp [exchange, Matrix.mul_apply, Fin.sum_univ_two] at e
    linarith
  -- the columns of `Q` are orthonormal
  have o (i j : Fin 2) : Q 0 i * Q 0 j + Q 1 i * Q 1 j = (1 : Matrix (Fin 2) (Fin 2) ℝ) i j := by
    rw [← hQ, Matrix.mul_apply, Fin.sum_univ_two]
    rfl
  have o1 : Q 0 0 * Q 0 0 + Q 1 0 * Q 1 0 = 1 := by rw [o, Matrix.one_apply_eq]
  have o2 : Q 0 0 * Q 0 1 + Q 1 0 * Q 1 1 = 0 := by
    rw [o]
    exact Matrix.one_apply_ne (by decide)
  have o3 : Q 0 1 * Q 0 1 + Q 1 1 * Q 1 1 = 1 := by rw [o, Matrix.one_apply_eq]
  have hD : (Q 0 0 * Q 1 1 - Q 0 1 * Q 1 0) ^ 2 = 1 := by
    linear_combination (Q 0 1 * Q 0 1 + Q 1 1 * Q 1 1) * o1 + o3
      - (Q 0 0 * Q 0 1 + Q 1 0 * Q 1 1) * o2
  -- determinants of both sides of the factorization
  have hdet : (Q 0 0 * Q 1 1 - Q 0 1 * Q 1 0) * (R 0 0 * R 1 1) = μ ^ 2 - 1 := by
    linear_combination (Q 1 0 * R 0 1 + Q 1 1 * R 1 1) * e1 - μ * e4
      - (Q 0 0 * R 0 1 + Q 0 1 * R 1 1) * e2 - e3
  have hr : R 0 0 ^ 2 = 1 + μ ^ 2 := by
    linear_combination -(R 0 0 ^ 2) * o1 + (Q 0 0 * R 0 0 - μ) * e1
      + (Q 1 0 * R 0 0 + 1) * e2
  have hb : B 1 0 = R 1 1 * Q 1 0 := by
    rw [hB]
    simp [Matrix.mul_apply, Fin.sum_univ_two, h10]
  have hc : B 1 0 * (1 + μ ^ 2) = R 0 0 * R 1 1 := by
    rw [hb]
    linear_combination -(R 1 1 * Q 1 0) * hr + R 1 1 * R 0 0 * e2
  have hsq : (B 1 0 * (1 + μ ^ 2)) ^ 2 = (1 - μ ^ 2) ^ 2 := by
    rw [hc]
    linear_combination ((Q 0 0 * Q 1 1 - Q 0 1 * Q 1 0) * (R 0 0 * R 1 1) + μ ^ 2 - 1) * hdet
      - (R 0 0 * R 1 1) ^ 2 * hD
  have hpos : 0 < 1 + μ ^ 2 := by positivity
  have habs := (sq_eq_sq_iff_abs_eq_abs _ _).1 hsq
  rw [abs_mul, abs_of_pos hpos] at habs
  rw [eq_div_iff hpos.ne']
  exact habs
```

The denominator is positive, so the coupling vanishes exactly when $\mu^2=1$. A single step thus deflates $E$ only if the shift is one of its eigenvalues.

```lean
/-- A single shifted QR step on the exchange matrix makes the subdiagonal entry vanish exactly
when the shift is `1` or `-1`. -/
theorem exchange_deflates_iff {μ : ℝ} {B : Matrix (Fin 2) (Fin 2) ℝ}
    (h : QRStep μ exchange B) : B 1 0 = 0 ↔ μ = 1 ∨ μ = -1 := by
  have hpos : 1 + μ ^ 2 ≠ 0 := by positivity
  rw [← abs_eq_zero, exchange_shifted_coupling h, div_eq_zero_iff, or_iff_left hpos, abs_eq_zero]
  constructor
  · intro h1
    have h2 : (μ - 1) * (μ + 1) = 0 := by linear_combination -h1
    rcases mul_eq_zero.1 h2 with h3 | h3
    · left; linarith
    · right; linarith
  · rintro (h1 | h1) <;> rw [h1] <;> norm_num
```

QR codes for symmetric tridiagonal matrices commonly use the Wilkinson shift, which is the eigenvalue of the trailing $2\times2$ block closest to the last diagonal entry. For $E$ the block is the whole matrix, and $1$ and $-1$ are equally close to $0$. Either choice meets the condition just found.

For $\mu=1$ the factors are

$$Q=\frac1{\sqrt2}\begin{pmatrix}-1&1\\1&1\end{pmatrix},\qquad R=\begin{pmatrix}\sqrt2&-\sqrt2\\0&0\end{pmatrix},$$

and therefore

$$RQ+I=\begin{pmatrix}-2&0\\0&0\end{pmatrix}+I=\begin{pmatrix}-1&0\\0&1\end{pmatrix}.$$

Both energies now stand on the diagonal. The columns of $Q$ are the antisymmetric and symmetric combinations of the two levels, up to sign. Here $R_{11}=0$, which is why the sign convention had to allow zero. The code writes `s` for $\sqrt2$ and checks the requirements entry by entry.

```lean
/-- With shift `1`, a QR step leads from the exchange matrix to the diagonal matrix with entries
`-1` and `1`. -/
theorem exchange_deflation_witness : QRStep 1 exchange !![-1, 0; 0, 1] := by
  obtain ⟨s, hs0, hs⟩ : ∃ s : ℝ, 0 ≤ s ∧ s * s = 2 :=
    ⟨√2, Real.sqrt_nonneg 2, Real.mul_self_sqrt (by norm_num)⟩
  refine ⟨!![-(s / 2), s / 2; s / 2, s / 2], !![s, -s; 0, 0], ⟨?_, ?_, ?_, ?_⟩, ?_⟩
  · ext i j
    fin_cases i <;> fin_cases j <;> simp [Matrix.mul_apply, Fin.sum_univ_two] <;> linarith
  · intro i j hij
    fin_cases i <;> fin_cases j <;> simp at hij ⊢
  · intro i
    fin_cases i <;> simp [hs0]
  · ext i j
    fin_cases i <;> fin_cases j <;>
      simp [exchange, Matrix.mul_apply, Fin.sum_univ_two] <;> linarith
  · ext i j
    fin_cases i <;> fin_cases j <;> simp
    linarith

end

end QRStalling
```

```lean
#print axioms QRStalling.rayleigh_shift_stalls
-- 'QRStalling.rayleigh_shift_stalls' depends on axioms: [propext, Classical.choice, Quot.sound]
#print axioms QRStalling.exchange_never_deflates
-- 'QRStalling.exchange_never_deflates' depends on axioms: [propext, Classical.choice, Quot.sound]
#print axioms QRStalling.exchange_deflates_iff
-- 'QRStalling.exchange_deflates_iff' depends on axioms: [propext, Classical.choice, Quot.sound]
```
